# The one-dimensional passage-time equation with a reflecting and an absorbing end has a unique solution for continuous U and D > 0

A particle diffuses on [a,b] in a potential U, measured in units of kT, with position-dependent diffusion coefficient D. Unless a part says otherwise, a ≤ b, and U and D are continuous on [a,b] with D > 0 there. Values outside the interval play no role, and derivatives at the ends are one-sided (`HasDerivWithinAt` on `Icc a b`).

In Lean 4 with Mathlib:

```lean
import Mathlib

open Set

namespace MeanFirstPassage

noncomputable section
```

The Boltzmann integral W is `weight`:

W(y) = ∫ from a to y of exp(−U(z)) dz

```lean
/-- The Boltzmann weight of the segment from `a` to `y`, for a potential `U` in units of `kT`. -/
def weight (U : ℝ → ℝ) (a y : ℝ) : ℝ := ∫ z in a..y, Real.exp (-U z)
```

The candidate passage time T is `mfpt`:

T(x) = ∫ from x to b of (exp(U(y))/D(y)) W(y) dy

```lean
/-- The double-integral formula for the mean first passage time from `x` to `b`. -/
def mfpt (U D : ℝ → ℝ) (a b x : ℝ) : ℝ :=
  ∫ y in x..b, Real.exp (U y) / D y * weight U a y
```

A second function, S, is `mfptSlope`:

S(x) = −(exp(U(x))/D(x)) W(x)

```lean
/-- The explicit expression for the slope of the mean first passage time. -/
def mfptSlope (U D : ℝ → ℝ) (a x : ℝ) : ℝ :=
  -(Real.exp (U x) / D x * weight U a x)
```

A passage time τ with slope s = τ′ is defined by

(D exp(−U) s)′ = −exp(−U), s(a) = 0, τ(b) = 0

τ(x) stands for the mean time that a particle starting at x takes to reach b for the first time. The equation says that, for a particle now at a point x inside the interval, the mean of τ over its possible positions a short time dt later is τ(x) − dt, to first order in dt. The particle is turned back at a and removed at b.

Here the equation is postulated. Defining τ as the expected hitting time of a stochastic process would make the equation a theorem to be derived, at the cost of constructing the process.

```lean
/-- `τ`, with slope `s`, solves `(D exp(-U) τ')' = -exp(-U)` on `[a,b]` with a reflecting
end at `a` and an absorbing end at `b`. -/
structure IsPassageTime (U D : ℝ → ℝ) (a b : ℝ) (τ s : ℝ → ℝ) : Prop where
  slope : ∀ x ∈ Icc a b, HasDerivWithinAt τ (s x) (Icc a b) x
  balance : ∀ x ∈ Icc a b, HasDerivWithinAt (fun y => D y * Real.exp (-U y) * s y)
    (-Real.exp (-U x)) (Icc a b) x
  reflecting : s a = 0
  absorbing : τ b = 0
```

For simulation, T turns a free-energy profile and a diffusion profile into a passage time, provided that the motion is overdamped diffusion along a single coordinate.

## (a) Slope of an integral

For f continuous on [a,b] and F(x) = ∫ from a to x of f(y) dy, show that on [a,b]

F′(x) = f(x)

**Solution.** For x and x+h in [a,b], h ≠ 0,

(F(x+h) − F(x))/h − f(x) = (1/h) ∫ from x to x+h of (f(y) − f(x)) dy

In absolute value, the right side is at most the largest |f(y) − f(x)| for y between x and x+h, which tends to 0 as h → 0. The code applies Mathlib's one-sided fundamental theorem of calculus.

```lean
variable {U D : ℝ → ℝ} {a b : ℝ}

/-- The integral of a continuous function over `[a,x]` has the integrand as its slope,
up to and including the ends of the interval. -/
theorem hasDerivWithinAt_primitive {f : ℝ → ℝ} {x : ℝ} (hf : ContinuousOn f (Icc a b))
    (hx : x ∈ Icc a b) :
    HasDerivWithinAt (fun u => ∫ y in a..u, f y) (f x) (Icc a b) x := by
  have : Fact (x ∈ Icc a b) := ⟨hx⟩
  exact intervalIntegral.integral_hasDerivWithinAt_right (s := Icc a b) (t := Icc a b)
    ((hf.mono (Icc_subset_Icc_right hx.2)).intervalIntegrable_of_Icc hx.1)
    (hf.stronglyMeasurableAtFilter_nhdsWithin measurableSet_Icc x) (hf x hx)
```

## (b) Equal slopes and one common value

Let f and g have the same slope on [a,b] and agree at c in [a,b]. Show that on [a,b]

f(x) = g(x)

**Solution.** The difference f − g has slope 0, so the mean value inequality bounds its change between c and x by 0·|x − c| = 0. It vanishes at c, hence at x.

```lean
/-- Two functions with the same slope on `[a,b]` that agree at one point agree on `[a,b]`. -/
theorem eq_of_same_slope {f g s : ℝ → ℝ} {c x : ℝ}
    (hf : ∀ y ∈ Icc a b, HasDerivWithinAt f (s y) (Icc a b) y)
    (hg : ∀ y ∈ Icc a b, HasDerivWithinAt g (s y) (Icc a b) y)
    (hc : c ∈ Icc a b) (hfg : f c = g c) (hx : x ∈ Icc a b) : f x = g x := by
  have h := Convex.norm_image_sub_le_of_norm_hasDerivWithin_le
    (f := fun y => f y - g y) (f' := fun _ => (0 : ℝ)) (C := 0)
    (fun y hy => ((hf y hy).sub (hg y hy)).congr_deriv (sub_self _))
    (fun _ _ => by simp) (convex_Icc a b) hc hx
  have h' : (f x - g x) - (f c - g c) = 0 :=
    norm_le_zero_iff.mp (by simpa only [zero_mul] using h)
  linarith
```

## (c) Continuity of the outer integrand

Show that this function is continuous on [a,b]:

G(y) = (exp(U(y))/D(y)) W(y)

**Solution.** W is differentiable by (a), hence continuous. The quotient exp(U)/D is continuous because D has no zero.

```lean
/-- The outer integrand of the passage-time formula is continuous on `[a,b]`. -/
theorem continuousOn_integrand (hU : ContinuousOn U (Icc a b)) (hD : ContinuousOn D (Icc a b))
    (hpos : ∀ x ∈ Icc a b, 0 < D x) :
    ContinuousOn (fun y => Real.exp (U y) / D y * weight U a y) (Icc a b) := by
  have hE : ContinuousOn (fun y => Real.exp (-U y)) (Icc a b) :=
    Real.continuous_exp.comp_continuousOn hU.neg
  have hW : ContinuousOn (fun y => weight U a y) (Icc a b) :=
    fun y hy => (hasDerivWithinAt_primitive hE hy).continuousWithinAt
  have hE' : ContinuousOn (fun y => Real.exp (U y)) (Icc a b) :=
    Real.continuous_exp.comp_continuousOn hU
  exact (hE'.div hD (fun y hy => (hpos y hy).ne')).mul hW
```

## (d) Multiplying S by D exp(−U)

Where D(x) > 0, show that

D(x) exp(−U(x)) S(x) = −W(x)

**Solution.** Insert S; the exponentials cancel, and so do the factors D(x). These two cancellations are `e` and `h1`.

```lean
/-- Multiplied by `D exp(-U)`, the explicit slope is minus the Boltzmann weight of `[a,x]`. -/
theorem flux_eq {x : ℝ} (hx : 0 < D x) :
    D x * Real.exp (-U x) * mfptSlope U D a x = -weight U a x := by
  have e : Real.exp (U x) * Real.exp (-U x) = 1 := by
    rw [← Real.exp_add, add_neg_cancel, Real.exp_zero]
  have h1 : D x * (D x)⁻¹ = 1 := mul_inv_cancel₀ hx.ne'
  unfold mfptSlope
  linear_combination (-weight U a x * D x * (D x)⁻¹) * e - weight U a x * h1
```

## (e) The formula solves the problem

Show that T is a passage time with slope

T′ = S

**Solution.** Write T(x) = ∫ from a to b of G − ∫ from a to x of G, which is `split`. By (c) and (a), T′ = −G = S. By (d) and (a),

(D exp(−U) S)′ = −W′ = −exp(−U)

Finally, W(a) = 0 gives S(a) = 0, and T(b) is an integral over a single point.

```lean
/-- The double-integral formula solves the passage-time equation with both boundary
conditions. -/
theorem mfpt_isPassageTime (hab : a ≤ b) (hU : ContinuousOn U (Icc a b))
    (hD : ContinuousOn D (Icc a b)) (hpos : ∀ x ∈ Icc a b, 0 < D x) :
    IsPassageTime U D a b (mfpt U D a b) (mfptSlope U D a) := by
  have hF := continuousOn_integrand hU hD hpos
  have hE : ContinuousOn (fun y => Real.exp (-U y)) (Icc a b) :=
    Real.continuous_exp.comp_continuousOn hU.neg
  -- write the integral over [x,b] as a constant minus the integral over [a,x]
  have split : ∀ u ∈ Icc a b, mfpt U D a b u =
      (∫ y in a..b, Real.exp (U y) / D y * weight U a y)
        - ∫ y in a..u, Real.exp (U y) / D y * weight U a y := fun u hu =>
    (intervalIntegral.integral_interval_sub_left (hF.intervalIntegrable_of_Icc hab)
      ((hF.mono (Icc_subset_Icc_right hu.2)).intervalIntegrable_of_Icc hu.1)).symm
  refine ⟨fun x hx => ?_, fun x hx => ?_, by simp [mfptSlope, weight], by simp [mfpt]⟩
  · exact ((hasDerivWithinAt_primitive hF hx).const_sub _).congr split (split x hx)
  · have h : HasDerivWithinAt (fun y => -weight U a y) (-Real.exp (-U x)) (Icc a b) x :=
      (hasDerivWithinAt_primitive hE hx).neg
    exact h.congr (fun y hy => flux_eq (hpos y hy)) (flux_eq (hpos x hx))
```

## (f) Uniqueness

Show that τ is a passage time, for some slope s, exactly when for all x in [a,b]

τ(x) = T(x)

**Solution.** D exp(−U) s and D exp(−U) S have the same slope and both vanish at a, so they agree by (b). Dividing by D exp(−U) > 0 gives s = S (`hslope`). Now τ and T have the same slope and both vanish at b, so (b) applies again. Conversely, a function equal to T on [a,b] inherits its slope and boundary values.

```lean
/-- A function solves the passage-time equation with a reflecting end at `a` and an absorbing
end at `b` exactly when it equals the double-integral formula on `[a,b]`. -/
theorem isPassageTime_iff (hab : a ≤ b) (hU : ContinuousOn U (Icc a b))
    (hD : ContinuousOn D (Icc a b)) (hpos : ∀ x ∈ Icc a b, 0 < D x) (τ : ℝ → ℝ) :
    (∃ s, IsPassageTime U D a b τ s) ↔ ∀ x ∈ Icc a b, τ x = mfpt U D a b x := by
  have hm := mfpt_isPassageTime hab hU hD hpos
  constructor
  · rintro ⟨s, hs⟩ x hx
    -- the reflecting end fixes D exp(-U) τ', hence the slope
    have hslope : ∀ y ∈ Icc a b, s y = mfptSlope U D a y := fun y hy =>
      mul_left_cancel₀ (mul_pos (hpos y hy) (Real.exp_pos (-U y))).ne'
        (eq_of_same_slope hs.balance hm.balance (left_mem_Icc.mpr hab)
          (by simp only [hs.reflecting, hm.reflecting]) hy)
    -- the absorbing end fixes the remaining constant
    exact eq_of_same_slope (fun y hy => (hs.slope y hy).congr_deriv (hslope y hy)) hm.slope
      (right_mem_Icc.mpr hab) (hs.absorbing.trans hm.absorbing.symm) hx
  · intro h
    exact ⟨mfptSlope U D a, fun x hx => (hm.slope x hx).congr h (h x hx), hm.balance,
      hm.reflecting, (h b (right_mem_Icc.mpr hab)).trans hm.absorbing⟩
```

## (g) Strict decrease

For a ≤ x₁ < x₂ ≤ b, show that

T(x₂) < T(x₁)

**Solution.** For a < x < b, W(x) > 0, so T′(x) = S(x) < 0. T is continuous on [a,b], and the mean value theorem gives the claim. The zero slope at a does no harm, since `strictAntiOn_of_deriv_neg` needs the sign only in the interior.

```lean
/-- The mean first passage time strictly decreases as the starting point moves towards the
absorbing end. -/
theorem mfpt_strictAntiOn (hab : a ≤ b) (hU : ContinuousOn U (Icc a b))
    (hD : ContinuousOn D (Icc a b)) (hpos : ∀ x ∈ Icc a b, 0 < D x) :
    StrictAntiOn (mfpt U D a b) (Icc a b) := by
  have hm := mfpt_isPassageTime hab hU hD hpos
  have hE : ContinuousOn (fun y => Real.exp (-U y)) (Icc a b) :=
    Real.continuous_exp.comp_continuousOn hU.neg
  refine strictAntiOn_of_deriv_neg (convex_Icc a b)
    (fun x hx => (hm.slope x hx).continuousWithinAt) (fun x hx => ?_)
  rw [interior_Icc] at hx
  have hx' : x ∈ Icc a b := Ioo_subset_Icc_self hx
  rw [((hm.slope x hx').hasDerivAt (Icc_mem_nhds hx.1 hx.2)).deriv]
  have hw : 0 < weight U a x := intervalIntegral.intervalIntegral_pos_of_pos_on
    ((hE.mono (Icc_subset_Icc_right hx'.2)).intervalIntegrable_of_Icc hx'.1)
    (fun z _ => Real.exp_pos _) hx.1
  exact neg_neg_of_pos (mul_pos (div_pos (Real.exp_pos _) (hpos x hx')) hw)
```

## (h) Integral of a ramp

For real a, b, c and x, show that

∫ from x to b of c(y − a) dy = c((b − a)² − (x − a)²)/2

**Solution.** Evaluate the antiderivative c(y − a)²/2 at b and x.

```lean
/-- The integral of a linear ramp that starts at `a`, taken from `x` to `b`. -/
theorem integral_ramp (c a b x : ℝ) :
    ∫ y in x..b, c * (y - a) = c * ((b - a) ^ 2 - (x - a) ^ 2) / 2 := by
  have key : ∫ y in x..b, c * (y - a) =
      c / 2 * ((b - a) * (b - a)) - c / 2 * ((x - a) * (x - a)) :=
    intervalIntegral.integral_eq_sub_of_hasDerivAt
      (f := fun y => c / 2 * ((y - a) * (y - a)))
      (fun y _ => by
        have h := (hasDerivAt_id' y).sub_const a
        exact ((h.fun_mul h).const_mul (c / 2)).congr_deriv (by ring))
      ((by fun_prop : Continuous fun y : ℝ => c * (y - a)).intervalIntegrable _ _)
  rw [key]
  ring
```

## (i) Flat potential

For constant U = U₀ and D = D₀ > 0, show that

2D₀T(x) = (b − a)² − (x − a)²

2D₀T(a) = (b − a)²

**Solution.** W(y) = (y − a) exp(−U₀), so the outer integrand is (y − a)/D₀. Use (h) with c = 1/D₀, then set x = a. Integrals are oriented, so no ordering of a, b and x is needed.

```lean
/-- For constant potential and constant diffusion coefficient `D₀`, the formula `mfpt`, written `T`,
satisfies `2 D₀ T(x) = (b-a)² - (x-a)²` for every `x`, and `2 D₀ T(a) = (b-a)²`. -/
theorem mfpt_flat (U₀ a b : ℝ) {D₀ : ℝ} (hD₀ : 0 < D₀) :
    (∀ x, 2 * D₀ * mfpt (fun _ => U₀) (fun _ => D₀) a b x = (b - a) ^ 2 - (x - a) ^ 2) ∧
      2 * D₀ * mfpt (fun _ => U₀) (fun _ => D₀) a b a = (b - a) ^ 2 := by
  have e : Real.exp U₀ * Real.exp (-U₀) = 1 := by
    rw [← Real.exp_add, add_neg_cancel, Real.exp_zero]
  have h1 : D₀ * D₀⁻¹ = 1 := mul_inv_cancel₀ hD₀.ne'
  have h : ∀ y, Real.exp U₀ / D₀ * weight (fun _ => U₀) a y = 1 / D₀ * (y - a) := by
    intro y
    simp only [weight, intervalIntegral.integral_const, smul_eq_mul]
    linear_combination ((y - a) / D₀) * e
  have main : ∀ x, 2 * D₀ * mfpt (fun _ => U₀) (fun _ => D₀) a b x
      = (b - a) ^ 2 - (x - a) ^ 2 := by
    intro x
    simp only [mfpt, h]
    rw [integral_ramp]
    linear_combination ((b - a) ^ 2 - (x - a) ^ 2) * h1
  exact ⟨main, by rw [main a]; ring⟩
```

## (j) A barrier bound

Suppose U(y) − U(z) ≤ B whenever a ≤ z ≤ y ≤ b, and D ≥ D₀ > 0 on [a,b]. Show that

2D₀T(a) ≤ exp(B) (b − a)²

**Solution.** Since −U(z) ≤ B − U(y),

W(y) ≤ (y − a) exp(B − U(y))

Hence G(y) ≤ exp(B)(y − a)/D(y) ≤ exp(B)(y − a)/D₀, which is `hw`. Integrate from a to b using (h), and multiply by 2D₀. B limits every climb towards b, and the Arrhenius-like factor exp(B) bounds the time from above only.

```lean
/-- If no climb of the potential towards `b` exceeds `B` and the diffusion coefficient is at least
`D₀ > 0`, then `2 D₀ T(a)`, with `T` the formula `mfpt`, is at most `exp(B) (b-a)²`. -/
theorem mfpt_le_of_barrier {B D₀ : ℝ} (hab : a ≤ b) (hU : ContinuousOn U (Icc a b))
    (hD : ContinuousOn D (Icc a b)) (hD₀ : 0 < D₀) (hlow : ∀ x ∈ Icc a b, D₀ ≤ D x)
    (hB : ∀ z y, a ≤ z → z ≤ y → y ≤ b → U y - U z ≤ B) :
    2 * D₀ * mfpt U D a b a ≤ Real.exp B * (b - a) ^ 2 := by
  have hpos : ∀ x ∈ Icc a b, 0 < D x := fun x hx => hD₀.trans_le (hlow x hx)
  have hE : ContinuousOn (fun y => Real.exp (-U y)) (Icc a b) :=
    Real.continuous_exp.comp_continuousOn hU.neg
  -- compare the outer integrand with that of a flat potential
  have hw : ∀ y ∈ Icc a b,
      Real.exp (U y) / D y * weight U a y ≤ Real.exp B / D₀ * (y - a) := by
    intro y hy
    have h1 : weight U a y ≤ (y - a) * Real.exp (B - U y) := by
      have h : (∫ z in a..y, Real.exp (-U z)) ≤ ∫ _z in a..y, Real.exp (B - U y) :=
        intervalIntegral.integral_mono_on hy.1
          ((hE.mono (Icc_subset_Icc_right hy.2)).intervalIntegrable_of_Icc hy.1)
          (continuous_const.intervalIntegrable _ _)
          (fun z hz => Real.exp_le_exp.mpr (by linarith [hB z y hz.1 hz.2 hy.2]))
      rw [intervalIntegral.integral_const, smul_eq_mul] at h
      exact h
    have e : Real.exp (U y) * Real.exp (B - U y) = Real.exp B := by
      rw [← Real.exp_add, add_sub_cancel]
    calc Real.exp (U y) / D y * weight U a y
        ≤ Real.exp (U y) / D y * ((y - a) * Real.exp (B - U y)) :=
          mul_le_mul_of_nonneg_left h1 (div_nonneg (Real.exp_pos _).le (hpos y hy).le)
      _ = Real.exp B / D y * (y - a) := by linear_combination ((y - a) / D y) * e
      _ ≤ Real.exp B / D₀ * (y - a) :=
          mul_le_mul_of_nonneg_right
            (div_le_div_of_nonneg_left (Real.exp_pos _).le hD₀ (hlow y hy))
            (sub_nonneg.mpr hy.1)
  have hint : mfpt U D a b a ≤ ∫ y in a..b, Real.exp B / D₀ * (y - a) :=
    intervalIntegral.integral_mono_on hab
      ((continuousOn_integrand hU hD hpos).intervalIntegrable_of_Icc hab)
      ((by fun_prop : Continuous fun y : ℝ =>
        Real.exp B / D₀ * (y - a)).intervalIntegrable _ _) hw
  rw [integral_ramp] at hint
  have h1 : D₀ * D₀⁻¹ = 1 := mul_inv_cancel₀ hD₀.ne'
  refine (mul_le_mul_of_nonneg_left hint (by positivity : 0 ≤ 2 * D₀)).trans_eq ?_
  linear_combination (Real.exp B * (b - a) ^ 2) * h1

end

end MeanFirstPassage
```

```lean
#print axioms MeanFirstPassage.isPassageTime_iff
#print axioms MeanFirstPassage.mfpt_strictAntiOn
#print axioms MeanFirstPassage.mfpt_flat
#print axioms MeanFirstPassage.mfpt_le_of_barrier
```

```
'MeanFirstPassage.isPassageTime_iff' depends on axioms: [propext, Classical.choice, Quot.sound]
'MeanFirstPassage.mfpt_strictAntiOn' depends on axioms: [propext, Classical.choice, Quot.sound]
'MeanFirstPassage.mfpt_flat' depends on axioms: [propext, Classical.choice, Quot.sound]
'MeanFirstPassage.mfpt_le_of_barrier' depends on axioms: [propext, Classical.choice, Quot.sound]
```
